# A single-mode squeezed vacuum overlaps only even number states, with amplitudes fixed by a Wick recursion

Let a and b be the annihilation and creation operators of one bosonic mode, |0⟩ its vacuum, and ⟨S| a squeezed vacuum with ⟨S|b = t⟨S|a for a scalar t (|t| < 1 for a normalisable state). Write ω(x) = ⟨S|x|0⟩/⟨S|0⟩ for an operator x. Then, for every n ≥ 0,

ω(b^(2n)) = (2n−1)!! t^n,  ω(b^(2n+1)) = 0,

where (−1)!! = 1. The vectors b^k|0⟩ are unnormalised. For the normalised number state |2n⟩ = b^(2n)|0⟩/√((2n)!), the overlap relative to ⟨S|0⟩ is (2n−1)!! t^n/√((2n)!).

Both formulas follow from the starting values ω(1) = 1 and ω(b) = 0 and a recursion, which holds for any field operator c = ua + vb with scalars u and v:

ω(c^(n+2)) = (n+1) ω(c²) ω(c^n),  ω(c²) = v(u+tv).

This is Wick's theorem for a repeated factor: the first c is contracted with each of the n+1 others. Products of different field operators, where the individual pairings would have to be tracked, are not treated. For an ideal single mode, the relative overlaps with the normalised number states can serve as reference values for a simulation in a number basis, and their squared moduli give the relative number distribution of a squeezed vacuum.

## Four conditions in place of a state vector

The scalars form any commutative ring `R`, and the operators any `R`-algebra `A`.

In Lean 4 with Mathlib:

```lean
import Mathlib

open Polynomial
open scoped Nat

namespace SqueezedVacuumWick

noncomputable section

variable {R A : Type*} [CommRing R] [Ring A] [Algebra R A]
```

The overlap is a linear map `ω : A →ₗ[R] R`, and `IsSqueezedOverlap a b t ω` collects what is assumed about it. The field `comm` is the canonical commutator, `one` the normalisation by ⟨S|0⟩, `vacuum` the statement a|0⟩ = 0, and `squeeze` the relation ⟨S|b = t⟨S|a. The last two are stated for every operator x standing between the two states.

```lean
/-- The normalised overlap `ω(x) = ⟨S|x|0⟩ / ⟨S|0⟩` of a squeezed vacuum `S` with the vacuum,
described by its algebraic properties; `a` annihilates and `b` creates a quantum. -/
structure IsSqueezedOverlap (a b : A) (t : R) (ω : A →ₗ[R] R) : Prop where
  comm : a * b - b * a = 1
  one : ω 1 = 1
  vacuum : ∀ x, ω (x * a) = 0
  squeeze : ∀ x, ω (b * x) = t * ω (a * x)
```

Nothing says that b is the adjoint of a, or that ω comes from a Hilbert space. The squeezing relation is assumed, not derived from a squeezing Hamiltonian. The operator c is `fieldOp u v a b`.

```lean
/-- The field operator `u a + v b`, a general linear combination of the ladder operators. -/
def fieldOp (u v : R) (a b : A) : A := u • a + v • b
```

## The commutator counts the contractions

The condition ab − ba = 1 is the commutation relation of the ladder operators of a boson. It gives ac = ca + v, since a commutes with itself. Moving a through a longer power gives

a c^(n+1) = c^(n+1) a + (n+1) v c^n.

For n = 0 this is the relation just stated. If it holds for n, then

a c^(n+2) = (a c^(n+1)) c
= c^(n+1) (ac) + (n+1) v c^(n+1)
= c^(n+1) (ca + v) + (n+1) v c^(n+1)
= c^(n+2) a + (n+2) v c^(n+1).

The lemma `annihilator_mul_pow` takes ac = ca + v as its hypothesis `h` and follows the same induction. Its `calc` block has these lines, and `module` collects the scalar coefficients at the end.

```lean
/-- When the commutator of `a` and `c` is the scalar `v`, moving `a` to the right through `c^(n+1)`
gives `c^(n+1) a` plus `n + 1` equal terms `v c^n`, one for each factor `c`. -/
theorem annihilator_mul_pow {a c : A} {v : R} (h : a * c = c * a + v • (1 : A)) (n : ℕ) :
    a * c ^ (n + 1) = c ^ (n + 1) * a + (((n : R) + 1) * v) • c ^ n := by
  induction n with
  | zero => simp [h]
  | succ n ih =>
    calc a * c ^ (n + 1 + 1) = (a * c ^ (n + 1)) * c := by
          rw [pow_succ c (n + 1), mul_assoc]
      _ = c ^ (n + 1) * (a * c) + (((n : R) + 1) * v) • (c ^ n * c) := by
          rw [ih, add_mul, smul_mul_assoc, mul_assoc]
      _ = c ^ (n + 1) * (c * a) + v • c ^ (n + 1) + (((n : R) + 1) * v) • c ^ (n + 1) := by
          rw [h, mul_add, mul_smul_comm, mul_one, ← pow_succ]
      _ = c ^ (n + 1 + 1) * a + ((((n + 1 : ℕ) : R) + 1) * v) • c ^ (n + 1) := by
          rw [← mul_assoc, ← pow_succ]
          push_cast
          module
```

Without the commutator the result fails. Take A = R, a = b = 0 and ω the identity map. The other three conditions hold for every t, but ω(b²) = 0, which differs from t unless t = 0.

The condition also excludes N×N matrices over ℂ for every N ≥ 1: a commutator has trace zero, while the identity matrix has trace N. For ladder matrices truncated to the N lowest number states, the commutator agrees with the identity except in the last diagonal entry, which is 1−N instead of 1.

## The squeezing relation turns the first factor into a

Physically, t sets the amplitude for a pair of quanta relative to that for none, since ω(b²) = t; at t = 0 the relation becomes ⟨S|b = 0, as for the ordinary vacuum. By linearity,

ω(cx) = u ω(ax) + v ω(bx) = (u+tv) ω(ax).

In `overlap_field_mul`, `simp` expands the operator and applies `h.squeeze`, and `ring` collects the factor u+tv.

```lean
/-- Next to the squeezed state, the field operator `u a + v b` acts as `(u + t v) a`. -/
theorem overlap_field_mul {a b : A} {t : R} {ω : A →ₗ[R] R} (h : IsSqueezedOverlap a b t ω)
    (u v : R) (x : A) : ω (fieldOp u v a b * x) = (u + t * v) * ω (a * x) := by
  simp only [fieldOp, add_mul, smul_mul_assoc, map_add, map_smul, smul_eq_mul, h.squeeze]
  ring
```

A different left-hand state gives different overlaps. On polynomials in X, let a be the derivative, b multiplication by X, and ω(x) the value at X = s of the polynomial x(1), for a scalar s ≠ 0. The commutator, normalisation and vacuum conditions hold, but ω(b) = s, so an odd power survives. This functional satisfies ω(bx) = s ω(x), which describes a coherent state in place of the squeezed one.

## The vacuum removes the uncontracted term

The condition ω(xa) = 0 says that an annihilator next to |0⟩ gives zero. Combining it with the two preceding steps,

ω(c^(n+2)) = (u+tv) ω(a c^(n+1))
= (u+tv) [ω(c^(n+1) a) + (n+1) v ω(c^n)]
= (n+1) v(u+tv) ω(c^n).

The theorem `overlap_pow_add_two` first derives ac = ca + v from `h.comm`. Its final rewrite then splits off the leftmost factor, turns it into a, moves a to the right, and removes the term ending in a by `h.vacuum`.

```lean
/-- Two more powers of the field operator `u a + v b` multiply its overlap by
`(n + 1) v (u + t v)`. -/
theorem overlap_pow_add_two {a b : A} {t : R} {ω : A →ₗ[R] R} (h : IsSqueezedOverlap a b t ω)
    (u v : R) (n : ℕ) :
    ω (fieldOp u v a b ^ (n + 2)) =
      ((n : R) + 1) * (v * (u + t * v)) * ω (fieldOp u v a b ^ n) := by
  have hab : a * b = b * a + 1 := by
    rw [← h.comm]
    abel
  have hc : a * fieldOp u v a b = fieldOp u v a b * a + v • (1 : A) := by
    simp only [fieldOp, mul_add, add_mul, mul_smul_comm, smul_mul_assoc, hab]
    module
  -- the leftmost factor becomes `a`, which is then moved to the vacuum on the right
  rw [pow_succ' _ (n + 1), overlap_field_mul h, annihilator_mul_pow hc, map_add, h.vacuum,
    map_smul, smul_eq_mul]
  ring
```

If the right-hand state is not the vacuum, odd powers need not vanish. With the same a and b on polynomials, let ω(x) be the value at X = 0 of x(1+X). Then ω(1) = 1, and ω(bx) = 0 for every x, which is the squeezing relation with t = 0. However, ω(a) = 1, although a is the field operator with u = 1 and v = 0. Here ⟨0| stands on the left and |0⟩ + |1⟩ on the right.

## The normalisation identifies the contraction

Dividing by ⟨S|0⟩ makes ω(1) = 1, which presupposes that this overlap is non-zero. Setting n = 0 in ω(c^(n+2)) = (n+1) v(u+tv) ω(c^n) then gives ω(c²) = v(u+tv), and substituting this back gives the Wick recursion. In `wick_recursion`, `h.one` is used at exactly this point.

```lean
/-- Wick's theorem in recursion form for a power of one field operator: the first factor is
contracted with each of the `n + 1` others. -/
theorem wick_recursion {a b : A} {t : R} {ω : A →ₗ[R] R} (h : IsSqueezedOverlap a b t ω)
    (u v : R) (n : ℕ) :
    ω (fieldOp u v a b ^ (n + 2)) =
      ((n : R) + 1) * ω (fieldOp u v a b ^ 2) * ω (fieldOp u v a b ^ n) := by
  have h2 : ω (fieldOp u v a b ^ 2) = v * (u + t * v) := by
    have h0 := overlap_pow_add_two h u v 0
    rw [pow_zero, h.one] at h0
    simpa using h0
  rw [h2, overlap_pow_add_two h]
```

If ω is multiplied by a scalar λ, the other three conditions still hold, and so does the recursion with the explicit factor v(u+tv). The Wick form does not hold in general: at n = 0 it would read ω(c²) = ω(c²) λ. For λ = 0 every overlap vanishes, including ω(b^0), which should be 1.

## From the recursion to even and odd powers

The even sequence starts from ω(1) = 1. Each step from 2n to 2n+2 multiplies by (2n+1) v(u+tv), and (2n+1)(2n−1)!! = (2n+1)!!. The odd sequence starts from ω(c) = (u+tv) ω(a) = 0, by the squeezing and vacuum conditions, and the recursion keeps it at zero. Hence

ω(c^(2n)) = (2n−1)!! (v(u+tv))^n,  ω(c^(2n+1)) = 0.

The lemma `doubleFactorial_step` supplies the factorial identity, and `overlap_field_pow` proves both formulas in one induction.

```lean
/-- The odd double factorials obey `(2n+1)!! = (2n+1) (2n-1)!!`. -/
lemma doubleFactorial_step (n : ℕ) :
    (2 * (n + 1) - 1)‼ = (2 * n + 1) * (2 * n - 1)‼ := by
  cases n with
  | zero => rfl
  | succ k =>
    have h1 : 2 * (k + 1 + 1) - 1 = (2 * k + 1) + 2 := by omega
    have h2 : 2 * (k + 1) - 1 = 2 * k + 1 := by omega
    rw [h1, h2]
    exact (Nat.doubleFactorial_add_two _).trans (by ring)

/-- Overlaps of all powers of the field operator `u a + v b`: even powers give
`(2n-1)!! (v (u + t v))^n`, with `(-1)!!` read as `1`, and odd powers give zero. -/
theorem overlap_field_pow {a b : A} {t : R} {ω : A →ₗ[R] R} (h : IsSqueezedOverlap a b t ω)
    (u v : R) (n : ℕ) :
    ω (fieldOp u v a b ^ (2 * n)) = ((2 * n - 1)‼ : R) * (v * (u + t * v)) ^ n ∧
      ω (fieldOp u v a b ^ (2 * n + 1)) = 0 := by
  induction n with
  | zero =>
    constructor
    · simp [Nat.doubleFactorial, h.one]
    · have h1 := overlap_field_mul h u v 1
      have h2 := h.vacuum 1
      rw [mul_one, mul_one] at h1
      rw [one_mul] at h2
      simp only [mul_zero, zero_add, pow_one]
      rw [h1, h2, mul_zero]
  | succ n ih =>
    have e : 2 * (n + 1) = 2 * n + 2 := by ring
    have e' : 2 * (n + 1) + 1 = 2 * n + 1 + 2 := by ring
    constructor
    · rw [doubleFactorial_step, e, overlap_pow_add_two h, ih.1]
      push_cast
      ring
    · rw [e', overlap_pow_add_two h, ih.2, mul_zero]
```

The choice u = 0, v = 1 gives c = b and v(u+tv) = t, which is the result for number states.

```lean
/-- Overlaps of the squeezed vacuum with the unnormalised number states `b^k|0⟩`:
`(2n-1)!! t^n` for `k = 2n`, and zero for odd `k`. -/
theorem number_state_overlap {a b : A} {t : R} {ω : A →ₗ[R] R}
    (h : IsSqueezedOverlap a b t ω) (n : ℕ) :
    ω (b ^ (2 * n)) = ((2 * n - 1)‼ : R) * t ^ n ∧ ω (b ^ (2 * n + 1)) = 0 := by
  have hb : fieldOp (0 : R) 1 a b = b := by simp [fieldOp]
  have h1 := overlap_field_pow h 0 1 n
  rw [hb, mul_one, zero_add, one_mul] at h1
  exact h1
```

## Number weights over the complex numbers

For complex scalars, with b read as the adjoint of a, the weight of 2n quanta relative to that of none is |ω(b^(2n))|²/(2n)!. The odd factors of (2n)! multiply to (2n−1)!! and the even ones to 2^n n!, so (2n−1)!! = (2n)!/(2^n n!). Therefore

|ω(b^(2n))|²/(2n)! = ((2n−1)!!)² |t|^(2n)/(2n)!
= (2n)!/(n!)² · |t|^(2n)/4^n
= C(2n,n) (|t|/2)^(2n).

The lemma `doubleFactorial_mul` proves the splitting of (2n)! by induction.

```lean
/-- The factorial of `2n` splits into its odd and even factors. -/
lemma doubleFactorial_mul (n : ℕ) : (2 * n - 1)‼ * 2 ^ n * n ! = (2 * n)! := by
  induction n with
  | zero => rfl
  | succ n ih =>
    have e : 2 * (n + 1) = 2 * n + 1 + 1 := by ring
    rw [doubleFactorial_step, e, Nat.factorial_succ (2 * n + 1), Nat.factorial_succ (2 * n),
      Nat.factorial_succ n, ← ih]
    ring
```

In `number_distribution`, the facts `hD` and `hC` express the double factorial and the binomial coefficient through factorials. The step `key` combines them after multiplying by (n!)², and the final rewrite inserts the overlap already found.

```lean
/-- The weight of `2n` quanta in the squeezed vacuum, relative to that of no quanta, is
`C(2n,n) (|t|/2)^(2n)`. -/
theorem number_distribution {B : Type*} [Ring B] [Algebra ℂ B] {a b : B} {t : ℂ}
    {ω : B →ₗ[ℂ] ℂ} (h : IsSqueezedOverlap a b t ω) (n : ℕ) :
    ‖ω (b ^ (2 * n))‖ ^ 2 / ((2 * n)! : ℝ) =
      ((2 * n).choose n : ℝ) * (‖t‖ / 2) ^ (2 * n) := by
  have hD : ((2 * n - 1)‼ : ℝ) * 2 ^ n * (n ! : ℝ) = ((2 * n)! : ℝ) := by
    exact_mod_cast doubleFactorial_mul n
  have hC : ((2 * n).choose n : ℝ) * (n ! : ℝ) * (n ! : ℝ) = ((2 * n)! : ℝ) := by
    have h1 := Nat.choose_mul_factorial_mul_factorial (show n ≤ 2 * n by omega)
    rw [show 2 * n - n = n by omega] at h1
    exact_mod_cast h1
  have hn : (n ! : ℝ) ≠ 0 := by exact_mod_cast Nat.factorial_ne_zero n
  have hF : ((2 * n)! : ℝ) ≠ 0 := by exact_mod_cast Nat.factorial_ne_zero (2 * n)
  -- the square of the double factorial is a binomial coefficient times `(2n)! / 4^n`
  have key : ((2 * n - 1)‼ : ℝ) ^ 2 * (2 ^ n) ^ 2 =
      ((2 * n).choose n : ℝ) * ((2 * n)! : ℝ) := by
    apply mul_right_cancel₀ (pow_ne_zero 2 hn)
    linear_combination (((2 * n - 1)‼ : ℝ) * 2 ^ n * (n ! : ℝ) + ((2 * n)! : ℝ)) * hD
      - ((2 * n)! : ℝ) * hC
  have key' : ((2 * n - 1)‼ : ℝ) ^ 2 =
      ((2 * n).choose n : ℝ) * ((2 * n)! : ℝ) / (2 ^ n) ^ 2 := by
    rw [eq_div_iff (by positivity)]
    exact key
  rw [(number_state_overlap h n).1, norm_mul, norm_pow, Complex.norm_natCast, div_eq_iff hF,
    div_pow, pow_mul' ‖t‖, pow_mul' (2 : ℝ), mul_pow, key']
  ring
```

These are relative weights, not probabilities. Another model would start from a vector in Fock space, with b = a† and |S⟩ proportional to exp(t̄ b²/2)|0⟩, where t̄ is the complex conjugate of t. The squeezing relation would then be derived instead of assumed, and dividing by the total weight would give the probabilities √(1−|t|²) C(2n,n) (|t|/2)^(2n). In return, that model needs |t| < 1 for a normalisable state and care with the domains of unbounded operators, whereas the algebraic version accepts every t.

## Gaussian moments satisfy all four conditions

The conditions are consistent for every t. On polynomials, again take a as the derivative and b as multiplication by X. Let G be the linear functional that sends X^n to the Gaussian moment m_n, where

m_0 = 1,  m_1 = 0,  m_(n+2) = (n+1) t m_n.

Since the moments are defined by this recursion, t need not be a positive variance.

```lean
/-- Moments of a centred Gaussian with variance parameter `t`, defined by their recursion. -/
def gaussMoment (t : R) : ℕ → R
  | 0 => 1
  | 1 => 0
  | n + 2 => ((n : R) + 1) * t * gaussMoment t n

/-- The linear functional on polynomials that sends `X^n` to the `n`-th Gaussian moment. -/
def gaussFunctional (t : R) : R[X] →ₗ[R] R :=
  Polynomial.lsum fun n => gaussMoment t n • (LinearMap.id : R →ₗ[R] R)

/-- The Gaussian functional on a monomial is its coefficient times the moment. -/
lemma gaussFunctional_monomial (t : R) (n : ℕ) (c : R) :
    gaussFunctional t (monomial n c) = gaussMoment t n * c := by
  change (monomial n c).sum
    (fun k x => (gaussMoment t k • (LinearMap.id : R →ₗ[R] R)) x) = _
  rw [Polynomial.sum_monomial_index]
  · simp
  · simp
```

The squeezing relation becomes Gaussian integration by parts, G(Xp) = t G(p′), for every polynomial p. By linearity it is enough to check monomials. For p = 1 both sides are zero, and for p = X^(n+1) the equation is the moment recursion. The proof of `gaussFunctional_X_mul` makes the same two checks.

```lean
/-- Gaussian integration by parts: the mean of `X p` is `t` times the mean of `p'`. -/
lemma gaussFunctional_X_mul (t : R) (p : R[X]) :
    gaussFunctional t (X * p) = t * gaussFunctional t (derivative p) := by
  induction p using Polynomial.induction_on'
  · rename_i p q hp hq
    simp only [mul_add, map_add, hp, hq]
  · rename_i n c
    rw [X_mul_monomial, derivative_monomial, gaussFunctional_monomial,
      gaussFunctional_monomial]
    cases n with
    | zero => simp [gaussMoment]
    | succ k =>
      simp only [gaussMoment, Nat.add_sub_cancel]
      push_cast
      ring
```

The overlap is ω(x) = G(x(1)), with the constant polynomial 1 as the vacuum.

```lean
/-- The functional on operators that applies an operator to the constant polynomial `1` and
takes the Gaussian mean of the result. -/
def polynomialOverlap (t : R) : Module.End R R[X] →ₗ[R] R where
  toFun x := gaussFunctional t (x 1)
  map_add' x y := by simp
  map_smul' c x := by simp
```

The commutator is the product rule, (Xp)′ − Xp′ = p. The normalisation is G(1) = 1, the vacuum condition holds because the derivative of 1 is zero, and the squeezing condition is integration by parts applied to x(1). These are the four fields of `isSqueezedOverlap_witness`.

```lean
/-- On polynomials, the derivative, multiplication by `X` and the Gaussian mean satisfy all the
conditions on a squeezed overlap, for every `t`. -/
theorem isSqueezedOverlap_witness (t : R) :
    IsSqueezedOverlap (A := Module.End R R[X]) derivative (LinearMap.mulLeft R X) t
      (polynomialOverlap t) where
  comm := by
    refine LinearMap.ext fun p => ?_
    change derivative (X * p) - X * derivative p = p
    rw [derivative_mul, derivative_X]
    ring
  one := by
    change gaussFunctional t 1 = 1
    rw [← monomial_zero_one, gaussFunctional_monomial]
    simp [gaussMoment]
  vacuum x := by
    change gaussFunctional t (x (derivative 1)) = 0
    rw [derivative_one, map_zero, map_zero]
  squeeze x := gaussFunctional_X_mul t (x 1)

end

end SqueezedVacuumWick
```

```lean
#print axioms SqueezedVacuumWick.wick_recursion
-- 'SqueezedVacuumWick.wick_recursion' depends on axioms: [propext, Quot.sound]
#print axioms SqueezedVacuumWick.number_state_overlap
-- 'SqueezedVacuumWick.number_state_overlap' depends on axioms: [propext, Quot.sound]
#print axioms SqueezedVacuumWick.number_distribution
-- 'SqueezedVacuumWick.number_distribution' depends on axioms: [propext, Classical.choice, Quot.sound]
```
